# The intensity-weighted centroid of an AB doublet lies d²/(2√(d² + J²)) from the centre of the quartet

In the NMR spectrum of two coupled spins-1/2 (an AB quartet), with shift difference d and coupling J in frequency units, the two lines on one side of the centre lie at (C − J)/2 and (C + J)/2, where C = √(d² + J²), with relative intensities 1 + J/C and 1 − J/C. The file takes these positions and intensities as definitions and does not derive them from a Hamiltonian. `centroid_eq` states that for d > 0 and any real J the intensity-weighted mean of the two positions is d²/(2C). The proof shows that the weights sum to 2, is meant to clear the denominator 2C with `eq_div_iff`, and leaves the rest to `linear_combination`, using C² = d² + J² and (J/C)·C = J.

Lean 4 with Mathlib refuses this proof:

```lean
import Mathlib

open Matrix

namespace CentroidEq

noncomputable section

/-- The quantity `C = √(d² + J²)`. -/
def splitting (d J : ℝ) : ℝ := √(d ^ 2 + J ^ 2)

/-- The line offset `(C - J)/2`. -/
def offsetMinus (d J : ℝ) : ℝ := (splitting d J - J) / 2

/-- The line offset `(C + J)/2`. -/
def offsetPlus (d J : ℝ) : ℝ := (splitting d J + J) / 2

/-- The weight `1 + J/C` of the line at `(C - J)/2`, for `d` and `J` not both zero. -/
def weightMinus (d J : ℝ) : ℝ := 1 + J / splitting d J

/-- The weight `1 - J/C` of the line at `(C + J)/2`, for `d` and `J` not both zero. -/
def weightPlus (d J : ℝ) : ℝ := 1 - J / splitting d J

/-- The intensity-weighted centroid of the doublet, for `d` and `J` not both zero. -/
def centroid (d J : ℝ) : ℝ :=
  (weightMinus d J * offsetMinus d J + weightPlus d J * offsetPlus d J) /
    (weightMinus d J + weightPlus d J)

lemma splitting_sq (d J : ℝ) : splitting d J ^ 2 = d ^ 2 + J ^ 2 :=
  Real.sq_sqrt (by positivity)

lemma splitting_pos {d : ℝ} (J : ℝ) (hd : 0 < d) : 0 < splitting d J :=
  Real.sqrt_pos.mpr (by positivity)

/-- For `d > 0`, the weighted centroid of the doublet is `d²/(2C)`. -/
theorem centroid_eq {d : ℝ} (J : ℝ) (hd : 0 < d) :
    centroid d J = d ^ 2 / (2 * splitting d J) := by
  have hC := splitting_pos J hd
  have hr : J / splitting d J * splitting d J = J := by field_simp
  have hw : weightMinus d J + weightPlus d J = 2 := by
    unfold weightMinus weightPlus
    ring
  rw [centroid, hw, eq_div_iff (by linarith : 2 * splitting d J ≠ 0 ∨ False).elim id False.elim]
  unfold weightMinus weightPlus offsetMinus offsetPlus
  linear_combination splitting_sq d J - J * hr

end

end CentroidEq
```

Lean reports:

```
Main.lean:43:31: error: Application type mismatch: The argument
  Or.elim ?m.74
has type
  (2 * splitting d J ≠ 0 → ?m.77) → (False → ?m.77) → ?m.77
but is expected to have type
  ?m.63 ≠ 0
in the application
  eq_div_iff (Or.elim ?m.74)
Main.lean:37:50: error: unsolved goals
d J : ℝ
hd : 0 < d
hC : 0 < splitting d J
hr : J / splitting d J * splitting d J = J
hw : weightMinus d J + weightPlus d J = 2
⊢ (weightMinus d J * offsetMinus d J + weightPlus d J * offsetPlus d J) / 2 = d ^ 2 / (2 * splitting d J)
```

What went wrong. The first error is about how the term in the `rw` is parsed. Function application takes its arguments one by one, so in `eq_div_iff (...).elim id False.elim` the lemma receives `(...).elim` alone as its first argument, with `id` and `False.elim` as further arguments. That first argument is `Or.elim` still waiting for its two case functions, whereas `eq_div_iff` needs a proof that the denominator is nonzero, hence the type mismatch.

The second error is a consequence of the first. The goal it shows already has `centroid` unfolded and the sum of weights replaced by 2, so the first two rewrites worked and the proof stopped at the third.

The repair proves the nonzero fact separately, as `h2C`, from `two_ne_zero` and `hC.ne'`, the latter giving C ≠ 0 from C > 0. `eq_div_iff h2C` then has the argument it needs and moves 2C to the left-hand side, after which the unchanged last two lines finish the proof. The disjunction with `False` and its `by linarith` are no longer needed.

This version goes through:

```diff
@@ -41,5 +41,6 @@
     unfold weightMinus weightPlus
     ring
-  rw [centroid, hw, eq_div_iff (by linarith : 2 * splitting d J ≠ 0 ∨ False).elim id False.elim]
+  have h2C : 2 * splitting d J ≠ 0 := mul_ne_zero two_ne_zero hC.ne'
+  rw [centroid, hw, eq_div_iff h2C]
   unfold weightMinus weightPlus offsetMinus offsetPlus
   linear_combination splitting_sq d J - J * hr
```
